# In an eigenvector of a simple Kitaev loop operator, two spin components average to zero at every site of the loop

Take the loop operator \(W\) of a hexagon in the Kitaev honeycomb model. At a hexagon site where the loop runs along an \(x\) bond and a \(y\) bond, every eigenvector of \(W\) has \(\langle\sigma^x\rangle=\langle\sigma^y\rangle=0\).

What puzzles me is how little goes into this. The state need not be an energy eigenstate, and nobody mentions time reversal. How can one eigenvalue of a six-site operator fix averages at a single site, and why does \(\sigma^z\) escape?

## One reversed sign removes both components

\(W\) reverses the sign of the two components labelled by the loop's own bonds at that site, and a quantity that a unitary reverses has zero average in each of its eigenvectors. The third component commutes with \(W\), so this argument leaves it free.

The rule holds on any finite graph whose edges are properly coloured \(x,y,z\), meaning that edges sharing a site have different colours. A simple cycle has two bonds at each of its sites \(v\), so exactly one colour \(c_v\) is unused there. Define

\[
W=\prod_{v\in\text{cycle}}\sigma_v^{c_v}.
\]

For a hexagon with bond colours \(x,y,z,x,y,z\), where site 1 lies between an \(x\) and a \(y\) bond, this is \(\sigma_1^z\sigma_2^x\sigma_3^y\sigma_4^z\sigma_5^x\sigma_6^y\).

Tensor products multiply site by site, because the sum over intermediate configurations factorises:

\[
\sum_q\prod_v A_v(s_v,q_v)B_v(q_v,t_v)=\prod_v\sum_j A_v(s_v,j)B_v(j,t_v).
\]

Each factor of \(W\) is a Pauli matrix or the identity, hence unitary, so \(W^\dagger W=1\). Now let \(S=\sigma_v^b\), with \(b\) the colour of a cycle bond at \(v\). Then \(b\neq c_v\), and \(\sigma^{c_v}\sigma^b=-\sigma^b\sigma^{c_v}\). At all other sites \(S\) is the identity, so there is exactly one minus sign and \(WS=-SW\). If \(W\psi=\mu\psi\), then

\[
\langle\psi|S|\psi\rangle=\langle W\psi|WS\psi\rangle=-\langle W\psi|SW\psi\rangle=-|\mu|^2\langle\psi|S|\psi\rangle .
\]

Hence \((1+|\mu|^2)\langle\psi|S|\psi\rangle=0\), and the bracket is positive.

The same sign governs some correlations. If \(u\) is off the cycle, or if \(d=c_u\), then \(\sigma_u^d\) commutes with \(W\). The product \(\sigma_u^d\sigma_v^b\) therefore anticommutes with \(W\), and its expectation vanishes too.

The component \(\sigma_v^{c_v}\) can be as large as possible. Put each spin on the cycle in the \(+1\) eigenvector of \(\sigma^{c_v}\): \((1,1)/\sqrt2\), \((1,i)/\sqrt2\) or \((1,0)\) for \(x\), \(y\) or \(z\). Give each remaining spin any normalised one-spin state. The product state has \(W=1\) and \(\langle\sigma_v^{c_v}\rangle=1\) at every cycle site.

## The first-order effect of a magnetic field

In the finite Kitaev model, the rule removes terms from perturbation theory in a magnetic field. \(W\) commutes with each bond term \(\sigma_v^b\sigma_w^b\), where \(b\) is the colour of the bond between \(v\) and \(w\), a fact I use here without a formal proof: a bond on the cycle gives two minus signs, and any other bond touching the cycle carries the unused colour there and gives none. A nondegenerate energy eigenvector \(\psi\) is therefore an eigenvector of \(W\). For a perturbation \(-h_x\sigma_1^x\) at site 1 of the hexagon above, the first-order energy shift is

\[
-h_x\,\frac{\langle\psi|\sigma_1^x|\psi\rangle}{\langle\psi|\psi\rangle}=0,
\]

and the same holds for \(-h_y\sigma_1^y\). In the pure Kitaev model time reversal gives this too, and for all three components: it reverses every spin and leaves the Hamiltonian unchanged, so a nondegenerate eigenvector has no spin average at all. The loop argument continues to hold if one adds terms that break time reversal but commute with \(W\), as long as the level is nondegenerate. It then also covers \(-h_z\sigma_1^z\) if site 1 lies on a second hexagon that uses its \(z\) bond and whose loop operator commutes with the Hamiltonian as well.

In a degenerate level one diagonalises the perturbation within the level. In a basis of \(W\) eigenvectors, \(\sigma_1^x\) has matrix elements only between \(W=+1\) and \(W=-1\), so a nonzero \(\langle\sigma_1^x\rangle\) requires a superposition of the two sectors. If all states of the level have the same eigenvalue of \(W\), the first-order effect of \(\sigma_1^x\) vanishes there too.

## What the Lean statements say

The main theorem is `spin_expect_eq_zero`. In words: let `col` be a proper colouring of `G`, let `p` be a simple cycle, let `ψ` satisfy `flux col p *ᵥ ψ = μ • ψ`, and let the bond from `v` to `w` belong to the cycle. Then the component at `v` labelled by the colour of that bond has zero expectation. Applied to the two cycle bonds at `v`, it gives both components.

- A many-spin state is a function `(V → Fin 2) → ℂ`, one amplitude for each configuration of the finite site set `V`. Colours 0, 1, 2 stand for \(x,y,z\).
- `spin v b` is the Pauli matrix \(\sigma_v^b\), without the factor \(\hbar/2\).
- `IsProper` is the colouring condition. The graph need not be cubic, so a cluster with open boundaries is allowed.
- `p` is a closed walk based at `r`, and `p.IsCycle` makes it a simple cycle.
- `unusedColour` is \(c_v\) at cycle sites. Off the cycle every colour is unused and the choice is arbitrary, but `flux`, which is \(W\), has the identity there.
- `expect ψ S` is \(\langle\psi|S|\psi\rangle\) without division by \(\langle\psi|\psi\rangle\). For a nonzero state the normalised average vanishes as well.

No Hamiltonian appears, so the statement concerns eigenvectors of \(W\) whatever their energy or dynamics. That `ψ` is such an eigenvector is assumed.

`correlation_eq_zero` is the two-spin version. It also allows `u = v`, where the product of two different Pauli matrices is \(\pm i\) times the third. `exists_polarised` supplies the polarised product state.

```lean
import Mathlib

open Matrix

namespace KitaevLoopSelectionRule

noncomputable section

variable {V : Type*} [Fintype V] [DecidableEq V] {G : SimpleGraph V} {r : V}

/-- The Pauli matrices, with the labels 0, 1, 2 standing for x, y, z. -/
def pauli : Fin 3 → Matrix (Fin 2) (Fin 2) ℂ :=
  ![!![0, 1; 1, 0], !![0, -Complex.I; Complex.I, 0], !![1, 0; 0, -1]]

/-- The tensor product of one-site operators, as a matrix between spin configurations. -/
def tensor (A : V → Matrix (Fin 2) (Fin 2) ℂ) : Matrix (V → Fin 2) (V → Fin 2) ℂ :=
  Matrix.of fun s t => ∏ v, A v (s v) (t v)

/-- The Pauli component `b` of the spin at site `v`. -/
def spin (v : V) (b : Fin 3) : Matrix (V → Fin 2) (V → Fin 2) ℂ :=
  tensor fun u => if u = v then pauli b else 1

/-- The expectation `⟨ψ|S|ψ⟩`, without normalisation of `ψ`. -/
def expect {n : Type*} [Fintype n] (ψ : n → ℂ) (S : Matrix n n ℂ) : ℂ :=
  star ψ ⬝ᵥ (S *ᵥ ψ)

/-- Proper edge colouring: two bonds of equal colour at one site are the same bond. -/
def IsProper (G : SimpleGraph V) (col : Sym2 V → Fin 3) : Prop :=
  ∀ v w w', G.Adj v w → G.Adj v w' → col s(v, w) = col s(v, w') → w = w'

/-- No bond of the closed walk `p` at site `v` has the colour `b`. -/
def IsUnused (col : Sym2 V → Fin 3) (p : G.Walk r r) (v : V) (b : Fin 3) : Prop :=
  ∀ w, s(v, w) ∈ p.edges → col s(v, w) ≠ b

/-- A colour that the closed walk does not use at `v`; it is arbitrary if there is none. -/
def unusedColour (col : Sym2 V → Fin 3) (p : G.Walk r r) (v : V) : Fin 3 :=
  Classical.epsilon (IsUnused col p v)

/-- The loop operator `W`: the Pauli matrix of the unused colour at each site of the walk,
and the identity at all other sites. -/
def flux (col : Sym2 V → Fin 3) (p : G.Walk r r) : Matrix (V → Fin 2) (V → Fin 2) ℂ :=
  tensor fun v => if v ∈ p.support then pauli (unusedColour col p v) else 1

/-- Tensor products of one-site operators multiply site by site. -/
theorem tensor_mul (A B : V → Matrix (Fin 2) (Fin 2) ℂ) :
    tensor A * tensor B = tensor fun v => A v * B v := by
  ext s t
  simp only [tensor, Matrix.mul_apply, Matrix.of_apply, ← Finset.prod_mul_distrib]
  rw [Finset.prod_univ_sum, Fintype.piFinset_univ]

/-- Two different Pauli matrices anticommute. -/
theorem pauli_anticomm {a b : Fin 3} (h : b ≠ a) :
    pauli a * pauli b = -(pauli b * pauli a) := by
  fin_cases a <;> fin_cases b <;> first
    | exact (h rfl).elim
    | (ext i j
       fin_cases i <;> fin_cases j <;> simp [pauli, Matrix.mul_apply, Fin.sum_univ_two])

omit [Fintype V] [DecidableEq V] in
/-- On a properly 3-edge-coloured graph, a simple cycle leaves exactly one colour unused
at each of its sites. -/
theorem existsUnique_unused {col : Sym2 V → Fin 3} (hcol : IsProper G col)
    {p : G.Walk r r} (hp : p.IsCycle) {v : V} (hv : v ∈ p.support) :
    ∃! b, IsUnused col p v b := by
  -- the cycle has exactly two bonds at `v`
  obtain ⟨x, y, hne, hxy⟩ := Set.ncard_eq_two.1 (hp.ncard_neighborSet_toSubgraph_eq_two hv)
  have hmem : ∀ w, s(v, w) ∈ p.edges ↔ w = x ∨ w = y := by
    intro w
    rw [← SimpleGraph.Walk.mem_edges_toSubgraph, SimpleGraph.Subgraph.mem_edgeSet,
      ← SimpleGraph.Subgraph.mem_neighborSet, hxy]
    simp
  have hx := (hmem x).2 (Or.inl rfl)
  have hy := (hmem y).2 (Or.inr rfl)
  have hc : col s(v, x) ≠ col s(v, y) := fun h =>
    hne (hcol v x y (p.adj_of_mem_edges hx) (p.adj_of_mem_edges hy) h)
  have third : ∀ i j : Fin 3, i ≠ j →
      ∃ b, (i ≠ b ∧ j ≠ b) ∧ ∀ c, (i ≠ c ∧ j ≠ c) → c = b := by decide
  obtain ⟨b, hb, hu⟩ := third _ _ hc
  refine ⟨b, ?_, fun c hc' => hu c ⟨hc' x hx, hc' y hy⟩⟩
  intro w hw
  rcases (hmem w).1 hw with h | h
  · rw [h]; exact hb.1
  · rw [h]; exact hb.2

/-- The loop operator is unitary. -/
theorem flux_unitary (col : Sym2 V → Fin 3) (p : G.Walk r r) :
    (flux col p)ᴴ * flux col p = 1 := by
  have hT : ∀ A : V → Matrix (Fin 2) (Fin 2) ℂ, (tensor A)ᴴ = tensor fun v => (A v)ᴴ := by
    intro A
    ext s t
    simp [tensor, Matrix.conjTranspose_apply]
  -- a tensor product of unitary one-site operators is unitary
  have hU : ∀ A : V → Matrix (Fin 2) (Fin 2) ℂ, (∀ v, (A v)ᴴ * A v = 1) →
      (tensor A)ᴴ * tensor A = 1 := by
    intro A hA
    rw [hT, tensor_mul]
    simp only [hA]
    ext s t
    simp only [tensor, Matrix.of_apply]
    by_cases h : s = t
    · subst h; simp
    · obtain ⟨v, hv⟩ := Function.ne_iff.1 h
      rw [Matrix.one_apply_ne h]
      exact Finset.prod_eq_zero (Finset.mem_univ v) (Matrix.one_apply_ne hv)
  have hP : ∀ b, (pauli b)ᴴ * pauli b = 1 := by
    intro b
    ext i j
    fin_cases b <;> fin_cases i <;> fin_cases j <;>
      simp [pauli, Matrix.mul_apply, Fin.sum_univ_two]
  refine hU _ fun v => ?_
  split_ifs
  · exact hP _
  · simp

/-- On a properly coloured graph, the loop operator of a simple cycle anticommutes with the
spin component at `v` labelled by the colour of a cycle bond at `v`. -/
theorem flux_mul_spin {col : Sym2 V → Fin 3} (hcol : IsProper G col)
    {p : G.Walk r r} (hp : p.IsCycle) {v w : V} (hvw : s(v, w) ∈ p.edges) :
    flux col p * spin v (col s(v, w)) = -(spin v (col s(v, w)) * flux col p) := by
  have hv : v ∈ p.support := p.fst_mem_support_of_mem_edges hvw
  have hb : col s(v, w) ≠ unusedColour col p v :=
    Classical.epsilon_spec (existsUnique_unused hcol hp hv).exists w hvw
  -- a sign at one site is a sign of the whole product
  have key : ∀ f g : V → ℂ, f v = -g v → (∀ u, u ≠ v → f u = g u) →
      ∏ u, f u = -∏ u, g u := by
    intro f g h h'
    have e : ∏ u ∈ Finset.univ.erase v, f u = ∏ u ∈ Finset.univ.erase v, g u :=
      Finset.prod_congr rfl fun u hu => h' u (Finset.ne_of_mem_erase hu)
    rw [← Finset.mul_prod_erase Finset.univ f (Finset.mem_univ v),
      ← Finset.mul_prod_erase Finset.univ g (Finset.mem_univ v), h, e, neg_mul]
  unfold flux spin
  rw [tensor_mul, tensor_mul]
  ext s t
  simp only [Matrix.neg_apply, tensor, Matrix.of_apply]
  refine key _ _ ?_ fun u hu => ?_
  · simp only [hv, if_true, pauli_anticomm hb, Matrix.neg_apply]
  · simp only [hu, if_false, mul_one, one_mul]

/-- If a unitary `W` anticommutes with `S`, then `S` has zero expectation in every
eigenvector of `W`. -/
theorem expect_eq_zero {n : Type*} [Fintype n] [DecidableEq n] {W S : Matrix n n ℂ}
    {ψ : n → ℂ} {μ : ℂ} (hU : Wᴴ * W = 1) (hWS : W * S = -(S * W))
    (hψ : W *ᵥ ψ = μ • ψ) : expect ψ S = 0 := by
  unfold expect
  -- insert `Wᴴ W = 1`, then move `W` through `S`
  have h1 : star ψ ⬝ᵥ (S *ᵥ ψ) = star (W *ᵥ ψ) ⬝ᵥ (W *ᵥ (S *ᵥ ψ)) := by
    have e : Wᴴ *ᵥ (W *ᵥ (S *ᵥ ψ)) = S *ᵥ ψ := by
      rw [Matrix.mulVec_mulVec, hU, Matrix.one_mulVec]
    rw [Matrix.star_mulVec, ← Matrix.dotProduct_mulVec, e]
  have h2 : W *ᵥ (S *ᵥ ψ) = -(μ • (S *ᵥ ψ)) := by
    rw [Matrix.mulVec_mulVec, hWS, Matrix.neg_mulVec, ← Matrix.mulVec_mulVec, hψ,
      Matrix.mulVec_smul]
  rw [h2, hψ] at h1
  simp only [star_smul, smul_dotProduct, dotProduct_neg, dotProduct_smul, smul_eq_mul] at h1
  have h4 : star μ * μ = (Complex.normSq μ : ℂ) := Complex.normSq_eq_conj_mul_self.symm
  have h5 : (1 + (Complex.normSq μ : ℂ)) ≠ 0 := by
    have h : (1 + Complex.normSq μ : ℝ) ≠ 0 := by
      have := Complex.normSq_nonneg μ
      positivity
    exact_mod_cast h
  refine (mul_eq_zero.1 ?_).resolve_left h5
  linear_combination h1 - (star ψ ⬝ᵥ (S *ᵥ ψ)) * h4

/-- The matrices `W = σ^z`, `S = σ^x` and the vector `(1, 0)` meet the hypotheses of
`expect_eq_zero` with eigenvalue 1. -/
theorem expect_eq_zero_witness :
    (pauli 2)ᴴ * pauli 2 = 1 ∧ pauli 2 * pauli 0 = -(pauli 0 * pauli 2) ∧
      pauli 2 *ᵥ ![1, 0] = (1 : ℂ) • ![1, 0] := by
  refine ⟨?_, pauli_anticomm (by decide), ?_⟩
  · ext i j
    fin_cases i <;> fin_cases j <;> simp [pauli, Matrix.mul_apply, Fin.sum_univ_two]
  · ext i
    fin_cases i <;> simp [pauli, Matrix.mulVec, dotProduct, Fin.sum_univ_two]

/-- On a properly 3-edge-coloured graph, let `ψ` be an eigenvector of the loop operator of a
simple cycle. At each cycle site the spin components labelled by the colours of the cycle
bonds there have zero expectation. -/
theorem spin_expect_eq_zero {col : Sym2 V → Fin 3} (hcol : IsProper G col)
    {p : G.Walk r r} (hp : p.IsCycle) {ψ : (V → Fin 2) → ℂ} {μ : ℂ}
    (hψ : flux col p *ᵥ ψ = μ • ψ) {v w : V} (hvw : s(v, w) ∈ p.edges) :
    expect ψ (spin v (col s(v, w))) = 0 :=
  expect_eq_zero (flux_unitary col p) (flux_mul_spin hcol hp hvw) hψ

/-- On a properly 3-edge-coloured graph, let `ψ` be an eigenvector of the loop operator of a simple
cycle, and take the spin component at `v` labelled by the colour of a cycle bond there. The
expectation of the product of the component `d` at `u` with it vanishes if `u` is off the cycle or
`d` is the unused colour at `u`. -/
theorem correlation_eq_zero {col : Sym2 V → Fin 3} (hcol : IsProper G col)
    {p : G.Walk r r} (hp : p.IsCycle) {ψ : (V → Fin 2) → ℂ} {μ : ℂ}
    (hψ : flux col p *ᵥ ψ = μ • ψ) {v w : V} (hvw : s(v, w) ∈ p.edges)
    {u : V} {d : Fin 3} (hu : u ∈ p.support → d = unusedColour col p u) :
    expect ψ (spin u d * spin v (col s(v, w))) = 0 := by
  -- `W` preserves the first factor and reverses the second
  have hc : flux col p * spin u d = spin u d * flux col p := by
    unfold flux spin
    rw [tensor_mul, tensor_mul]
    congr 1
    funext x
    by_cases hx : x = u
    · subst hx
      by_cases hs : x ∈ p.support
      · rw [hu hs]; simp [hs]
      · simp [hs]
    · simp [hx]
  refine expect_eq_zero (flux_unitary col p) ?_ hψ
  rw [← mul_assoc, hc, mul_assoc, flux_mul_spin hcol hp hvw, mul_neg, mul_assoc]

/-- For every closed walk there is a nonzero state with `W = 1` in which the spin component
of the colour `unusedColour` has the sharp value 1 at every site. -/
theorem exists_polarised (col : Sym2 V → Fin 3) (p : G.Walk r r) :
    ∃ ψ : (V → Fin 2) → ℂ, ψ ≠ 0 ∧ flux col p *ᵥ ψ = ψ ∧
      ∀ v, spin v (unusedColour col p v) *ᵥ ψ = ψ := by
  have hex : ∀ b : Fin 3, ∃ χ : Fin 2 → ℂ, χ 0 = 1 ∧ pauli b *ᵥ χ = χ := by
    intro b
    refine ⟨(![![1, 1], ![1, Complex.I], ![1, 0]] : Fin 3 → Fin 2 → ℂ) b, ?_, ?_⟩
    · fin_cases b <;> simp
    · ext i
      fin_cases b <;> fin_cases i <;>
        simp [pauli, Matrix.mulVec, dotProduct, Fin.sum_univ_two]
  choose up h0 hup using hex
  -- one-site operators that fix each factor fix the product state
  have key : ∀ A : V → Matrix (Fin 2) (Fin 2) ℂ,
      (∀ v, A v *ᵥ up (unusedColour col p v) = up (unusedColour col p v)) →
      tensor A *ᵥ (fun s => ∏ v, up (unusedColour col p v) (s v)) =
        fun s => ∏ v, up (unusedColour col p v) (s v) := by
    intro A hA
    ext s
    simp only [tensor, Matrix.mulVec, dotProduct, Matrix.of_apply, ← Finset.prod_mul_distrib]
    calc _ = ∏ v, ∑ j, A v (s v) j * up (unusedColour col p v) j := by
          rw [Finset.prod_univ_sum, Fintype.piFinset_univ]
      _ = _ := Finset.prod_congr rfl fun v _ => congrFun (hA v) (s v)
  refine ⟨fun s => ∏ v, up (unusedColour col p v) (s v), ?_, key _ fun v => ?_,
    fun v => key _ fun u => ?_⟩
  · intro h
    have h' := congrFun h (fun _ => 0)
    simp [h0] at h'
  · split_ifs
    · exact hup _
    · exact Matrix.one_mulVec _
  · split_ifs with h
    · rw [h]; exact hup _
    · exact Matrix.one_mulVec _

end

end KitaevLoopSelectionRule
```

```lean
#print axioms KitaevLoopSelectionRule.spin_expect_eq_zero
#print axioms KitaevLoopSelectionRule.correlation_eq_zero
#print axioms KitaevLoopSelectionRule.exists_polarised
```

```
'KitaevLoopSelectionRule.spin_expect_eq_zero' depends on axioms: [propext, Classical.choice, Quot.sound]
'KitaevLoopSelectionRule.correlation_eq_zero' depends on axioms: [propext, Classical.choice, Quot.sound]
'KitaevLoopSelectionRule.exists_polarised' depends on axioms: [propext, Classical.choice, Quot.sound]
```

## From site factors to the selection rule

`tensor_mul` is the factorisation of the configuration sum; `Finset.prod_univ_sum` exchanges the product and the sum. `pauli_anticomm` checks the pairs of different Pauli matrices entry by entry.

`existsUnique_unused` finds the colour \(c_v\). Mathlib supplies the fact that a cycle has exactly two neighbours at each of its sites, here called `x` and `y`. Properness makes the two bond colours different, and `decide` confirms that two different colours out of three leave exactly one.

`flux_unitary` first shows that the adjoint of a tensor product is taken site by site, then that unitary factors give a unitary product. For the off-diagonal entries it picks a site where the two configurations differ, which contributes a factor zero.

`flux_mul_spin` is the relation \(WS=-SW\). Its auxiliary statement `key` says that if two products agree in all factors except for a sign at `v`, the products differ by that sign. The factor at `v` is handled by `pauli_anticomm`, and the other factors agree because `spin` is the identity there.

`expect_eq_zero` is the final argument for any finite matrices. Step `h1` inserts \(W^\dagger W=1\), and `h2` moves \(W\) through \(S\) and uses the eigenvalue equation. Step `h5` states that \(1+|\mu|^2\neq0\), and `linear_combination` assembles the equation in which this factor multiplies the expectation. `expect_eq_zero_witness` gives a one-spin example of the hypotheses: \(W=\sigma^z\), \(S=\sigma^x\) and the spin-up state.

`spin_expect_eq_zero` combines these three results. `correlation_eq_zero` adds the step `hc`, that \(W\) commutes with the first factor, and applies `expect_eq_zero` to the product.

In `exists_polarised`, `hex` lists the one-site eigenvectors, with first entry 1 instead of unit norm. Its own `key` shows that a tensor product whose factors each fix their one-site vector also fixes the product state. This is applied once to \(W\) and once to each spin component. The state is nonzero because its amplitude on the all-zero configuration is 1.
